# Logarithmic and power-law times for a packet of width d cosh(λt) or d√(1+(μt)²) to reach a length L

Let a packet have initial width \(d>0\). If it is stretched at an unstable point with rate \(\lambda>0\) and its initial velocity spread is neglected, so that its width is \(d\cosh(\lambda t)\), and this width equals \(L\) at a time \(t\ge 0\), then

\[
\frac{\ln(L/d)}{\lambda}\;\le\; t\;\le\;\frac{\ln(2L/d)}{\lambda}.
\]

If it spreads freely instead, with width \(d\sqrt{1+(\mu t)^2}\) and spreading rate \(\mu>0\), then for \(d\le L\) the width equals \(L\) at a time \(t\ge0\) exactly when

\[
t=\frac{\sqrt{(L/d)^2-1}}{\mu}.
\]

At fixed \(\lambda\) the first time is logarithmic in \(L/d\), with an uncertainty of only \(\ln 2/\lambda\). At fixed \(\mu\) the second grows in proportion to \(L/d\) when that ratio is large. Since \(\mu\) is the velocity spread divided by \(d\), it generally changes when \(d\) is changed.

## When a wave packet outgrows the local expansion of its potential

Codes that propagate Gaussian wave packets often expand the potential to second order around the packet's centre. The expansion is trusted over some length \(L\), set by the anharmonicity of the potential, and a packet wider than \(L\) samples regions where it is poor. The time at which the width reaches \(L\) is called the breakdown time here.

Within these one-rate width laws, the formulas estimate in advance when the width reaches \(L\): near a barrier top, making \(d\) ten times smaller at fixed \(L\) and \(\lambda\) raises both bounds by only \(\ln 10/\lambda\). This describes the stretching law alone: a minimum-uncertainty quantum packet has a larger velocity spread when it is narrower, and narrowing it can make it reach \(L\) sooner. The same logarithm appears in estimates of the Ehrenfest time: in this model, if \(d\propto\sqrt\hbar\) at fixed \(L\) and \(\lambda\), the bounds grow as \(\ln(1/\hbar)/(2\lambda)\).

## From the equations of motion to the two times

**Stretching at a saddle.** Near a barrier top \(V=-\tfrac12 m\lambda^2x^2\), for a particle of mass \(m\), let \(w\) be the displacement of a trajectory from the packet's centre and \(p\) its relative momentum divided by \(m\lambda\). Then \(w'=\lambda p\) and \(p'=\lambda w\). Write \(s\) for the running time, start with \(w=d\), \(p=0\) at \(s=0\), and consider

\[
I_1=w\cosh\lambda s-p\sinh\lambda s,\qquad I_2=p\cosh\lambda s-w\sinh\lambda s .
\]

Their derivatives vanish:

\[
\begin{aligned}
I_1'&=\lambda p\cosh\lambda s+\lambda w\sinh\lambda s-\lambda w\sinh\lambda s-\lambda p\cosh\lambda s=0,\\
I_2'&=\lambda w\cosh\lambda s+\lambda p\sinh\lambda s-\lambda p\sinh\lambda s-\lambda w\cosh\lambda s=0.
\end{aligned}
\]

So \(I_1=d\) and \(I_2=0\) at all times. Since \(\cosh^2-\sinh^2=1\), we get \(w(t)=I_1\cosh\lambda t+I_2\sinh\lambda t=d\cosh\lambda t\).

**Free spreading.** Let \(A\) be the position variance, \(C\) the position-velocity covariance and \(u^2\) the constant velocity variance. Free motion gives \(A'=2C\) and \(C'=u^2\). With \(C(0)=0\) and \(A(0)=d^2\), it follows that \(C=u^2t\) and

\[
A=d^2+u^2t^2=d^2\bigl(1+(\mu t)^2\bigr),\qquad \mu=u/d .
\]

**The logarithmic bounds.** Put \(x=\lambda t\ge0\) and \(r=L/d=\cosh x\). Because \(0<e^{-x}\le e^x\), we have \(\tfrac12e^x\le\cosh x\le e^x\). Taking logarithms gives \(\ln r\le x\le\ln(2r)\); divide by \(\lambda\).

**The exact unstable time.** For \(x\ge0\), \(\sinh x=\sqrt{r^2-1}\), so \(e^x=\cosh x+\sinh x=r+\sqrt{r^2-1}\) and

\[
t=\frac{1}{\lambda}\ln\!\left(\frac Ld+\sqrt{\left(\frac Ld\right)^2-1}\right).
\]

Conversely, this \(t\) gives \(e^{x}=r+\sqrt{r^2-1}\). The product \((r+\sqrt{r^2-1})(r-\sqrt{r^2-1})\) is 1, so \(e^{-x}=r-\sqrt{r^2-1}\), and the mean of the two exponentials is \(\cosh x=r\).

**The exact free time.** Squaring \(\sqrt{1+(\mu t)^2}=r\) gives \((\mu t)^2=r^2-1\), and \(\mu t\ge0\) selects the positive root. Substituting back recovers \(r\), since \(r\ge1\).

**Both packets compared.** If packets with the same \(d\) reach the same \(L\) at \(t_u\) (unstable) and \(t_f\) (free), then \(\cosh^2(\lambda t_u)=1+(\mu t_f)^2\). Hence \((\mu t_f)^2=\sinh^2(\lambda t_u)\), and as both bases are nonnegative,

\[
t_f=\sinh(\lambda t_u)/\mu .
\]

**Several directions.** Let direction \(i\) have rate \(\lambda_i\ge0\), with common initial width \(d\), and let \(\lambda_k>0\) be the largest rate. Suppose that at time \(t\) no width exceeds \(L\) and direction \(j\) has width \(L\). Since cosh increases on nonnegative arguments, \(L=d\cosh\lambda_jt\le d\cosh\lambda_kt\le L\). The fastest direction therefore also has width \(L\), and the bounds hold with \(\lambda_k\).

## Lean source for the width laws and breakdown times

```lean
import Mathlib

namespace SemiclassicalBreakdown

noncomputable section

/-- Width at time `t` of a packet of initial width `d` stretched at an unstable point
with rate `lam`. -/
def unstableWidth (d lam t : ℝ) : ℝ := d * Real.cosh (lam * t)

/-- Width at time `t` of a freely spreading packet of initial width `d` and
spreading rate `mu`. -/
def freeWidth (d mu t : ℝ) : ℝ := d * Real.sqrt (1 + (mu * t) ^ 2)

/-- A quantity whose rate of change vanishes at all times keeps its initial value. -/
theorem conserved {f : ℝ → ℝ} (h : ∀ s, HasDerivAt f 0 s) (t : ℝ) : f t = f 0 :=
  is_const_of_deriv_eq_zero (fun s => (h s).differentiableAt) (fun s => (h s).deriv) t 0

/-- Linearised motion at a saddle, `w' = lam p` and `p' = lam w` in scaled units, started
with `w = d` and `p = 0`, stretches `w` as `d cosh (lam t)`. -/
theorem width_of_saddle_flow {w p : ℝ → ℝ} {d lam : ℝ}
    (hw : ∀ s, HasDerivAt w (lam * p s) s) (hp : ∀ s, HasDerivAt p (lam * w s) s)
    (hw0 : w 0 = d) (hp0 : p 0 = 0) (t : ℝ) : w t = unstableWidth d lam t := by
  have hl : ∀ s : ℝ, HasDerivAt (fun s => lam * s) lam s := fun s =>
    ((hasDerivAt_id' s).const_mul lam).congr_deriv (mul_one lam)
  have hc : ∀ s : ℝ, HasDerivAt (fun s => Real.cosh (lam * s))
      (Real.sinh (lam * s) * lam) s := fun s => (hl s).cosh
  have hs : ∀ s : ℝ, HasDerivAt (fun s => Real.sinh (lam * s))
      (Real.cosh (lam * s) * lam) s := fun s => (hl s).sinh
  -- undoing the hyperbolic rotation gives two conserved quantities
  have h1 := conserved (f := fun s => w s * Real.cosh (lam * s) - p s * Real.sinh (lam * s))
    (fun s => (((hw s).fun_mul (hc s)).fun_sub ((hp s).fun_mul (hs s))).congr_deriv
      (by ring)) t
  have h2 := conserved (f := fun s => p s * Real.cosh (lam * s) - w s * Real.sinh (lam * s))
    (fun s => (((hp s).fun_mul (hc s)).fun_sub ((hw s).fun_mul (hs s))).congr_deriv
      (by ring)) t
  simp only [mul_zero, Real.cosh_zero, Real.sinh_zero, hw0, hp0] at h1 h2
  unfold unstableWidth
  linear_combination Real.cosh (lam * t) * h1 + Real.sinh (lam * t) * h2
    - w t * Real.cosh_sq (lam * t)

/-- In free motion the position variance `A` grows at twice the position-velocity covariance
`C`, and `C` grows at the constant velocity variance `u ^ 2`. Started with `A = d ^ 2`, `d > 0`,
and `C = 0`, the variance is the square of the free width with rate `u / d`. -/
theorem variance_of_free_motion {A C : ℝ → ℝ} {d u : ℝ} (hd : 0 < d)
    (hA : ∀ s, HasDerivAt A (2 * C s) s) (hC : ∀ s, HasDerivAt C (u ^ 2) s)
    (hA0 : A 0 = d ^ 2) (hC0 : C 0 = 0) (t : ℝ) : A t = freeWidth d (u / d) t ^ 2 := by
  have hl : ∀ s : ℝ, HasDerivAt (fun s => u ^ 2 * s) (u ^ 2) s := fun s =>
    ((hasDerivAt_id' s).const_mul (u ^ 2)).congr_deriv (mul_one _)
  -- the covariance grows linearly
  have h1 : ∀ s, C s = u ^ 2 * s := by
    intro s
    have h := conserved (f := fun s => C s - u ^ 2 * s)
      (fun s => ((hC s).fun_sub (hl s)).congr_deriv (by ring)) s
    simp only [mul_zero, sub_zero, hC0] at h
    linarith
  -- hence the variance grows quadratically
  have h2 := conserved (f := fun s => A s - u ^ 2 * s * s)
    (fun s => ((hA s).fun_sub ((hl s).fun_mul (hasDerivAt_id' s))).congr_deriv
      (by rw [h1 s]; ring)) t
  simp only [mul_zero, sub_zero, hA0] at h2
  have hr : d * (u / d) = u := by field_simp
  unfold freeWidth
  generalize u / d = r at hr ⊢
  rw [mul_pow, Real.sq_sqrt (by positivity)]
  linear_combination h2 - (d * r + u) * t ^ 2 * hr

/-- Logarithmic breakdown time: if an unstable packet of initial width `d > 0` and rate
`lam > 0` has width `L` at a time `t ≥ 0`, then `t` lies between `ln (L/d) / lam` and
`ln (2L/d) / lam`. -/
theorem unstable_breakdown_bounds {d L lam t : ℝ} (hd : 0 < d) (hlam : 0 < lam)
    (ht : 0 ≤ t) (h : unstableWidth d lam t = L) :
    Real.log (L / d) / lam ≤ t ∧ t ≤ Real.log (2 * L / d) / lam := by
  have hx : L / d = Real.cosh (lam * t) := by
    rw [← h, unstableWidth]
    field_simp
  have hpos := Real.cosh_pos (lam * t)
  have h0 : 0 ≤ lam * t := mul_nonneg hlam.le ht
  constructor
  · -- cosh x ≤ exp x for x ≥ 0
    rw [div_le_iff₀ hlam, hx, Real.log_le_iff_le_exp hpos, mul_comm t lam, Real.cosh_eq]
    have := Real.exp_le_exp.mpr (show -(lam * t) ≤ lam * t by linarith)
    linarith
  · -- exp x ≤ 2 cosh x
    rw [le_div_iff₀ hlam, mul_div_assoc, hx, Real.le_log_iff_exp_le (by positivity),
      mul_comm t lam, Real.cosh_eq]
    have := Real.exp_pos (-(lam * t))
    linarith

/-- For `0 < d ≤ L` and `lam > 0`, the unstable packet has width `L` at a time `t ≥ 0` exactly
when `t = ln (L/d + sqrt ((L/d)^2 - 1)) / lam`. -/
theorem unstable_breakdown_iff {d L lam t : ℝ} (hd : 0 < d) (hL : d ≤ L) (hlam : 0 < lam)
    (ht : 0 ≤ t) : unstableWidth d lam t = L ↔
      t = Real.log (L / d + Real.sqrt ((L / d) ^ 2 - 1)) / lam := by
  have key : unstableWidth d lam t = L ↔ Real.cosh (lam * t) = L / d := by
    rw [unstableWidth, eq_div_iff hd.ne', mul_comm d]
  have hx : 1 ≤ L / d := (one_le_div hd).mpr hL
  rw [key, eq_div_iff hlam.ne']
  generalize L / d = x at hx ⊢
  constructor
  · intro h
    have hs : Real.sqrt (Real.cosh (lam * t) ^ 2 - 1) = Real.sinh (lam * t) := by
      rw [Real.cosh_sq, add_sub_cancel_right,
        Real.sqrt_sq (Real.sinh_nonneg_iff.mpr (mul_nonneg hlam.le ht))]
    rw [← h, hs, Real.cosh_add_sinh, Real.log_exp, mul_comm t]
  · intro h
    have hs : Real.sqrt (x ^ 2 - 1) ^ 2 = x ^ 2 - 1 := Real.sq_sqrt (by nlinarith)
    have hy : 0 < x + Real.sqrt (x ^ 2 - 1) := by
      have := Real.sqrt_nonneg (x ^ 2 - 1)
      linarith
    -- the two roots of the quadratic for exp (lam t) are mutually inverse
    have hinv : (x + Real.sqrt (x ^ 2 - 1))⁻¹ = x - Real.sqrt (x ^ 2 - 1) :=
      inv_eq_of_mul_eq_one_right (by linear_combination -hs)
    rw [mul_comm lam t, h, Real.cosh_eq, Real.exp_neg, Real.exp_log hy, hinv]
    ring

/-- Power-law breakdown time: for `0 < d ≤ L` and `mu > 0`, the freely spreading packet has
width `L` at a time `t ≥ 0` exactly when `t = sqrt ((L/d)^2 - 1) / mu`. -/
theorem free_breakdown_iff {d L mu t : ℝ} (hd : 0 < d) (hL : d ≤ L) (hmu : 0 < mu)
    (ht : 0 ≤ t) : freeWidth d mu t = L ↔ t = Real.sqrt ((L / d) ^ 2 - 1) / mu := by
  have key : freeWidth d mu t = L ↔ Real.sqrt (1 + (mu * t) ^ 2) = L / d := by
    rw [freeWidth, eq_div_iff hd.ne', mul_comm d]
  have hx : 1 ≤ L / d := (one_le_div hd).mpr hL
  rw [key, eq_div_iff hmu.ne']
  generalize L / d = x at hx ⊢
  constructor
  · intro h
    rw [← h, Real.sq_sqrt (by positivity), add_sub_cancel_left,
      Real.sqrt_sq (mul_nonneg hmu.le ht), mul_comm t]
  · intro h
    rw [mul_comm mu t, h, Real.sq_sqrt (by nlinarith),
      show 1 + (x ^ 2 - 1) = x ^ 2 by ring, Real.sqrt_sq (by linarith)]

/-- If an unstable packet (rate `lam ≥ 0`) and a free packet (rate `mu > 0`) of the same initial
width `d > 0` reach the same width `L` at times `tu, tf ≥ 0`, then
`tf = sinh (lam tu) / mu`. -/
theorem free_time_eq_sinh {d L lam mu tu tf : ℝ} (hd : 0 < d) (hlam : 0 ≤ lam)
    (hmu : 0 < mu) (htu : 0 ≤ tu) (htf : 0 ≤ tf) (hu : unstableWidth d lam tu = L)
    (hf : freeWidth d mu tf = L) : tf = Real.sinh (lam * tu) / mu := by
  have e : Real.cosh (lam * tu) = Real.sqrt (1 + (mu * tf) ^ 2) :=
    mul_left_cancel₀ hd.ne' (hu.trans hf.symm)
  have e2 : (mu * tf) ^ 2 = Real.sinh (lam * tu) ^ 2 := by
    have h := Real.sq_sqrt (show 0 ≤ 1 + (mu * tf) ^ 2 by positivity)
    rw [← e, Real.cosh_sq] at h
    linarith
  rw [eq_div_iff hmu.ne', mul_comm tf]
  exact (sq_eq_sq₀ (mul_nonneg hmu.le htf)
    (Real.sinh_nonneg_iff.mpr (mul_nonneg hlam htu))).mp e2

/-- Several directions with rates `rate i ≥ 0` and common initial width `d > 0`: if at `t ≥ 0`
no width exceeds `L` and one equals `L`, then `t` obeys the logarithmic bounds with the
largest rate `rate k`, assumed positive. -/
theorem multidimensional_breakdown_bounds {ι : Type*} {rate : ι → ℝ} {d L t : ℝ} {j k : ι}
    (hd : 0 < d) (ht : 0 ≤ t) (hrate : ∀ i, 0 ≤ rate i) (hk : 0 < rate k)
    (hmax : ∀ i, rate i ≤ rate k) (hle : ∀ i, unstableWidth d (rate i) t ≤ L)
    (hj : unstableWidth d (rate j) t = L) :
    Real.log (L / d) / rate k ≤ t ∧ t ≤ Real.log (2 * L / d) / rate k := by
  -- the fastest direction is at least as wide as the one that has reached L
  have hjk : unstableWidth d (rate j) t ≤ unstableWidth d (rate k) t := by
    unfold unstableWidth
    refine mul_le_mul_of_nonneg_left (Real.cosh_le_cosh.mpr ?_) hd.le
    rw [abs_of_nonneg (mul_nonneg (hrate j) ht), abs_of_nonneg (mul_nonneg hk.le ht)]
    exact mul_le_mul_of_nonneg_right (hmax j) ht
  exact unstable_breakdown_bounds hd hk ht (le_antisymm (hle k) (hj.symm.le.trans hjk))

end

end SemiclassicalBreakdown
```

```lean
#print axioms SemiclassicalBreakdown.width_of_saddle_flow
#print axioms SemiclassicalBreakdown.free_breakdown_iff
#print axioms SemiclassicalBreakdown.free_time_eq_sinh
#print axioms SemiclassicalBreakdown.multidimensional_breakdown_bounds
```

```
'SemiclassicalBreakdown.width_of_saddle_flow' depends on axioms: [propext, Classical.choice, Quot.sound]
'SemiclassicalBreakdown.free_breakdown_iff' depends on axioms: [propext, Classical.choice, Quot.sound]
'SemiclassicalBreakdown.free_time_eq_sinh' depends on axioms: [propext, Classical.choice, Quot.sound]
'SemiclassicalBreakdown.multidimensional_breakdown_bounds' depends on axioms: [propext, Classical.choice, Quot.sound]
```

## How the statements and proofs correspond to the physics

All quantities are real numbers without attached units. `lam` is \(\lambda\), and `mu` is the spreading rate \(\mu\), not a reduced mass. `unstableWidth` and `freeWidth` are the two width laws, and `HasDerivAt f v s` says that \(f\) has derivative \(v\) at \(s\).

`conserved` says that a function with zero derivative everywhere keeps its initial value. `width_of_saddle_flow` applies it to \(I_1\) and \(I_2\), as `h1` and `h2`; the final `linear_combination` recombines them using `Real.cosh_sq`. `variance_of_free_motion` uses it twice, first for the covariance and then for the variance.

`unstable_breakdown_bounds` assumes positive `d` and `lam`, nonnegative `t`, and width `L` at `t`. It needs no separate condition \(d\le L\), which follows from \(\cosh\ge1\). Its two branches turn the logarithmic inequalities into the two exponential estimates above.

`unstable_breakdown_iff` and `free_breakdown_iff` do assume \(d\le L\), and each is an equivalence for \(t\ge0\). Both replace \(L/d\) by one variable and prove the two directions separately; in the unstable case, `hinv` is the statement that the two roots are inverse to each other.

`free_time_eq_sinh` compares squares and removes them with `sq_eq_sq₀`. In `multidimensional_breakdown_bounds`, `hjk` says that direction `k` is at least as wide as direction `j`, and `le_antisymm` then gives width `L` for `k`.

## Where the estimate holds in a simulation

The step left to the user is the identification of \(w\), the displacement of one trajectory, with the width of a quantum packet at the saddle. A packet with velocity spread \(u\) and no initial position-velocity correlation has, in the inverted harmonic potential, the variance

\[
d^2\cosh^2\lambda t+(u/\lambda)^2\sinh^2\lambda t .
\]

It is therefore at least as wide as the model says and reaches \(L\) no later. The upper bound therefore still holds for the time at which the width reaches \(L\), but it is not a time up to which the propagation is safe. The lower bound can fail, because the packet may reach \(L\) earlier. For free motion the variance law is that of quantum mechanics, given zero initial covariance; a minimum-uncertainty Gaussian has \(\mu=\hbar/(2md^2)\).

The length \(L\) is an input, and the theorems put no error bound on the propagated wave function. The rates are constant, and the multidimensional statement treats uncoupled directions of equal initial width. Floating-point rounding does not enter. The large-ratio limits and the remarks on quantum packets are supporting calculus and physics, not theorems in the code.

**Smallest and large ratios.** At \(L=d\) both exact times are zero. The lower logarithmic bound is then attained, while the upper one is \(\ln2/\lambda\). As \(L/d\to\infty\), the gap between the exact unstable time and the upper bound tends to zero.

**Negative times.** The lower bound fails whenever \(t<0\), because \(L\ge d\) makes it nonnegative. Take \(d=\lambda=1\), \(t=-1\) and \(L=\cosh1\): the width is \(L\), but \(\ln(L/d)/\lambda=\ln\cosh1>0>t\). A code that propagates backwards should apply the bounds to \(|t|\), which is legitimate because cosh is even.
